# For two spins one half with H = J s₁·s₂, the thermal average of Sz² is 2/(3 + exp(bJ))

Let \(\mathbf s_1,\mathbf s_2\) be two spins one half with \(\hbar=1\), let \(S_z=s_{1z}+s_{2z}\), and let \(H=J\,\mathbf s_1\cdot\mathbf s_2\). For all real \(J\) and \(b\),

\[
\frac{\operatorname{tr}(S_z^2e^{-bH})}{\operatorname{tr}(e^{-bH})}=\frac{2}{3+e^{bJ}} .
\]

Here \(J\) is the exchange constant, positive for antiferromagnetic coupling, and \(b=1/k_BT\) is the inverse temperature. The right-hand side is the Bleaney-Bowers factor. It links an exchange constant, fitted or computed from electronic structure, to the zero-field magnetic susceptibility of an isolated dimer with isotropic exchange and the same \(g\) factor on both spins.

## Spin operators, Hamiltonian and thermal average

```lean
import Mathlib

open Matrix
open scoped Kronecker

namespace BleaneyBowers

noncomputable section
```

The file loads the library Mathlib and switches on the notation `⊗ₖ` for the Kronecker product. Below, `def` introduces an object, while `theorem` and `lemma` introduce proved statements, whose proofs follow `:= by`.

```lean
/-- The spin-one-half operators `s_x, s_y, s_z` (with ħ = 1). -/
def spin : Fin 3 → Matrix (Fin 2) (Fin 2) ℂ :=
  ![!![0, 1/2; 1/2, 0], !![0, -Complex.I/2; Complex.I/2, 0], !![1/2, 0; 0, -1/2]]
```

`spin a` is a complex \(2\times2\) matrix. `Fin 3` contains 0, 1 and 2, which stand for \(x,y,z\), so `spin 2` is \(s_z\). In each matrix, index 0 is spin up and index 1 is spin down.

```lean
/-- A spin component acting on the first site of the dimer. -/
def spin1 (a : Fin 3) : Matrix (Fin 2 × Fin 2) (Fin 2 × Fin 2) ℂ := spin a ⊗ₖ 1
```

This is \(s_a\otimes 1\), acting on the first site. The index type `Fin 2 × Fin 2` labels the four product states \(\uparrow\uparrow,\uparrow\downarrow,\downarrow\uparrow,\downarrow\downarrow\).

```lean
/-- A spin component acting on the second site of the dimer. -/
def spin2 (a : Fin 3) : Matrix (Fin 2 × Fin 2) (Fin 2 × Fin 2) ℂ := 1 ⊗ₖ spin a
```

Likewise, \(1\otimes s_a\) acts on the second site.

```lean
/-- The z component of the total spin. -/
def Sz : Matrix (Fin 2 × Fin 2) (Fin 2 × Fin 2) ℂ := spin1 2 + spin2 2
```

The total \(S_z\) is the sum of the two \(z\) components.

```lean
/-- The exchange Hamiltonian `J s₁·s₂ - h Sz` of a dimer in a field `h` (in energy units). -/
def hamiltonian (J h : ℝ) : Matrix (Fin 2 × Fin 2) (Fin 2 × Fin 2) ℂ :=
  (J : ℂ) • (∑ a, spin1 a * spin2 a) - (h : ℂ) • Sz
```

The Hamiltonian is \(H=J\,\mathbf s_1\cdot\mathbf s_2-hS_z\), where `•` multiplies a matrix by a number. The energy \(h\) stands for \(g\mu_B\) times a magnetic field along \(z\), with the sign chosen so that positive \(h\) favours \(m=1\). Both spins have the same \(g\), anisotropy and coupling between dimers are left out, and \(J\) is a given parameter.

```lean
/-- The thermal average `tr(A exp(-bH)) / tr(exp(-bH))`. -/
def thermalAverage {n : Type*} [Fintype n] [DecidableEq n] (b : ℝ) (H A : Matrix n n ℂ) : ℂ :=
  (A * NormedSpace.exp (-(b : ℂ) • H)).trace / (NormedSpace.exp (-(b : ℂ) • H)).trace
```

This is \(\langle A\rangle=\operatorname{tr}(Ae^{-bH})/\operatorname{tr}(e^{-bH})\), for matrices of any finite size. `NormedSpace.exp` is the true matrix exponential, not an entrywise one.

## Triplet and singlet

```lean
/-- Unnormalised amplitudes of the triplet states with `m = 1, 0, -1` and of the singlet. -/
def state (k : Fin 4) (x : Fin 2 × Fin 2) : ℂ :=
  (![!![1, 0; 0, 0], !![0, 1; 1, 0], !![0, 0; 0, 1], !![0, 1; -1, 0]] k :
    Matrix (Fin 2) (Fin 2) ℂ) x.1 x.2
```

The states are numbered \(k=0,1,2,3\). Their amplitudes \(\psi_k(x)\) describe \(\uparrow\uparrow\), \(\uparrow\downarrow+\downarrow\uparrow\), \(\downarrow\downarrow\) and \(\uparrow\downarrow-\downarrow\uparrow\). The normalised versions of states 1 and 3 carry a factor \(1/\sqrt2\).

```lean
/-- Squared norms of the four unnormalised states. -/
def weight : Fin 4 → ℂ := ![1, 2, 1, 2]
```

The squared norms are \(w_k=1,2,1,2\).

```lean
/-- Projectors on the three triplet states and the singlet. -/
def proj (k : Fin 4) : Matrix (Fin 2 × Fin 2) (Fin 2 × Fin 2) ℂ :=
  Matrix.of fun x y => state k x * state k y / weight k
```

The projectors have entries \((P_k)_{xy}=\psi_k(x)\psi_k(y)/w_k\). Dividing by \(w_k\) supplies the normalisation, and no complex conjugate is needed because the amplitudes are real.

```lean
/-- Energies of the four states in the field `h`. -/
def energy (J h : ℝ) : Fin 4 → ℝ := ![J/4 - h, J/4, J/4 + h, -3*J/4]
```

The energies are \(E_k=J/4-h,\;J/4,\;J/4+h,\;-3J/4\). At this point they are only a list; their connection with \(H\) is proved below.

```lean
/-- Magnetic quantum numbers of the four states. -/
def mag : Fin 4 → ℝ := ![1, 0, -1, 0]
```

The magnetic quantum numbers are \(m_k=1,0,-1,0\).

## Exponentiating a sum of projectors

```lean
/-- The exponential of an operator given by a complete set of orthogonal projectors
is obtained by exponentiating its coefficients. -/
theorem exp_spectral {ι n : Type*} [Fintype ι] [DecidableEq ι] [Fintype n] [DecidableEq n]
    (P : ι → Matrix n n ℂ) (hP : ∀ i j, P i * P j = if i = j then P i else 0)
    (h1 : ∑ i, P i = 1) (c : ι → ℂ) :
    NormedSpace.exp (∑ i, c i • P i) = ∑ i, Complex.exp (c i) • P i := by
  -- powers act on the coefficients
  have hpow : ∀ k : ℕ, (∑ i, c i • P i) ^ k = ∑ i, (c i) ^ k • P i := by
    intro k
    induction k with
    | zero => simp [h1]
    | succ k ih =>
      rw [pow_succ, ih, Finset.sum_mul]
      refine Finset.sum_congr rfl fun i _ => ?_
      rw [Finset.mul_sum, Finset.sum_eq_single i]
      · rw [smul_mul_smul_comm, hP, if_pos rfl, pow_succ]
      · intro j _ hj
        rw [smul_mul_smul_comm, hP, if_neg (Ne.symm hj), smul_zero]
      · simp
  -- sum the exponential series projector by projector
  have hs : HasSum (fun k : ℕ => ((k.factorial : ℂ)⁻¹) • (∑ i, c i • P i) ^ k)
      (∑ i, Complex.exp (c i) • P i) := by
    simp_rw [hpow, Finset.smul_sum, smul_smul]
    refine hasSum_sum fun i _ => ?_
    have he : HasSum (fun k : ℕ => (k.factorial : ℂ)⁻¹ * c i ^ k) (Complex.exp (c i)) := by
      rw [Complex.exp_eq_exp_ℂ]
      simpa [div_eq_inv_mul] using NormedSpace.expSeries_div_hasSum_exp (c i)
    exact he.smul_const (P i)
  rw [NormedSpace.exp_eq_tsum ℂ]
  exact hs.tsum_eq
```

Suppose that \(P_iP_j=\delta_{ij}P_i\) and \(\sum_iP_i=1\). Then

\[
\exp\Big(\sum_i c_iP_i\Big)=\sum_i e^{c_i}P_i .
\]

By hand, one first shows \((\sum_ic_iP_i)^k=\sum_ic_i^kP_i\). For \(k=0\) this is completeness. Each further factor gives

\[
\sum_{i,j}c_i^kc_jP_iP_j=\sum_ic_i^{k+1}P_i .
\]

Dividing by \(k!\) and summing over \(k\) turns each coefficient into \(e^{c_i}\). In the proof, `hpow` is the induction on powers and `hs` is the convergent exponential series, summed projector by projector.

```lean
lemma overlap (i j : Fin 4) :
    ∑ z, state i z * state j z = if i = j then weight i else 0 := by
  fin_cases i <;> fin_cases j <;>
    simp [Fintype.sum_prod_type, Fin.sum_univ_two, state, weight] <;> norm_num
```

The states are orthogonal: \(\sum_z\psi_i(z)\psi_j(z)=\delta_{ij}w_i\). The tactic `fin_cases` splits the claim into its sixteen index pairs, and `simp` and `norm_num` do the arithmetic.

```lean
lemma weight_ne (k : Fin 4) : weight k ≠ 0 := by
  fin_cases k <;> simp [weight]
```

No \(w_k\) is zero, so division by it is legitimate.

```lean
/-- The triplet and singlet projectors of the dimer are orthogonal idempotents that sum to one. -/
theorem proj_witness :
    (∀ i j, proj i * proj j = if i = j then proj i else 0) ∧ ∑ k, proj k = 1 := by
  constructor
  · intro i j
    ext x y
    have key : (proj i * proj j) x y =
        state i x * state j y / (weight i * weight j) * ∑ z, state i z * state j z := by
      simp only [Matrix.mul_apply, proj, Matrix.of_apply, Finset.mul_sum]
      refine Finset.sum_congr rfl fun z _ => ?_
      ring
    rw [key, overlap]
    by_cases hij : i = j
    · subst hij
      have := weight_ne i
      simp only [if_true, proj, Matrix.of_apply]
      field_simp
    · simp [hij]
  · ext ⟨a, b⟩ ⟨c, d⟩
    fin_cases a <;> fin_cases b <;> fin_cases c <;> fin_cases d <;>
      simp [Fin.sum_univ_four, proj, state, weight] <;> norm_num
```

The four dimer projectors satisfy both hypotheses of `exp_spectral`. For products,

\[
(P_iP_j)_{xy}=\frac{\psi_i(x)\psi_j(y)}{w_iw_j}\sum_z\psi_i(z)\psi_j(z),
\]

which is `key` in the proof. The overlap makes this zero for \(i\ne j\) and \((P_i)_{xy}\) for \(i=j\).

For completeness, \(P_0\) and \(P_2\) supply the diagonal entries for \(\uparrow\uparrow\) and \(\downarrow\downarrow\). In the block of \(\uparrow\downarrow,\downarrow\uparrow\),

\[
\tfrac12\begin{pmatrix}1&1\\1&1\end{pmatrix}+\tfrac12\begin{pmatrix}1&-1\\-1&1\end{pmatrix}=\begin{pmatrix}1&0\\0&1\end{pmatrix}.
\]

Lean checks all sixteen matrix entries.

```lean
lemma trace_proj (k : Fin 4) : (proj k).trace = 1 := by
  simp only [Matrix.trace, Matrix.diag_apply, proj, Matrix.of_apply]
  rw [← Finset.sum_div, overlap, if_pos rfl, div_self (weight_ne k)]
```

Each projector has trace \(\sum_x\psi_k(x)^2/w_k=1\).

## The spectrum of the dimer

```lean
lemma Sz_spectral : Sz = ∑ k, (mag k : ℂ) • proj k := by
  ext ⟨a, b⟩ ⟨c, d⟩
  fin_cases a <;> fin_cases b <;> fin_cases c <;> fin_cases d <;>
    simp [Fin.sum_univ_four, Sz, spin1, spin2, spin, mag, proj, state, weight] <;> norm_num
```

This says \(S_z=\sum_km_kP_k=P_0-P_2\). Both sides are diagonal in the product basis with entries \(1,0,0,-1\), and the proof compares them entry by entry.

```lean
/-- The dimer Hamiltonian is the sum of its four energies times the triplet and singlet
projectors. -/
theorem hamiltonian_spectral (J h : ℝ) :
    hamiltonian J h = ∑ k, (energy J h k : ℂ) • proj k := by
  have hprod : ∀ a, spin1 a * spin2 a = spin a ⊗ₖ spin a := by
    intro a
    rw [spin1, spin2, ← Matrix.mul_kronecker_mul, mul_one, one_mul]
  simp only [hamiltonian, hprod]
  ext ⟨a, b⟩ ⟨c, d⟩
  fin_cases a <;> fin_cases b <;> fin_cases c <;> fin_cases d <;>
    simp [Fin.sum_univ_four, Fin.sum_univ_three, Sz, spin1, spin2, spin, energy, proj, state,
      weight] <;>
    (try ring_nf) <;> (try simp only [Complex.I_sq]) <;> (try ring)
```

This says \(H=\sum_kE_kP_k\), which justifies the list of energies. By hand, \(s_{1z}s_{2z}\) contributes \(\tfrac14\) for parallel and \(-\tfrac14\) for antiparallel spins, while \(s_{1x}s_{2x}+s_{1y}s_{2y}\) exchanges \(\uparrow\downarrow\) and \(\downarrow\uparrow\) with amplitude \(\tfrac12\) and gives zero on \(\uparrow\uparrow\) and \(\downarrow\downarrow\), where its two terms cancel. Thus \(\uparrow\uparrow\) and \(\downarrow\downarrow\) have exchange energy \(J/4\), and the antiparallel block is

\[
J\begin{pmatrix}-\tfrac14&\tfrac12\\[2pt]\tfrac12&-\tfrac14\end{pmatrix}.
\]

Its symmetric combination has energy \(J/4\) and its antisymmetric one \(-3J/4\). The field subtracts \(hm_k\). In Lean, `hprod` rewrites \((s_a\otimes1)(1\otimes s_a)\) as \(s_a\otimes s_a\), and the matrix entries are then compared.

## Thermal averages as Boltzmann sums

```lean
/-- The thermal average of any power of `Sz` is a Boltzmann sum over the four dimer states. -/
theorem thermalAverage_Sz_pow (b J h : ℝ) (q : ℕ) :
    thermalAverage b (hamiltonian J h) (Sz ^ q) =
      (((∑ k, mag k ^ q * Real.exp (-b * energy J h k)) /
        ∑ k, Real.exp (-b * energy J h k) : ℝ) : ℂ) := by
  have hexp : NormedSpace.exp (-(b : ℂ) • hamiltonian J h) =
      ∑ k, Complex.exp (-(b : ℂ) * energy J h k) • proj k := by
    rw [hamiltonian_spectral, Finset.smul_sum]
    simp_rw [smul_smul]
    exact exp_spectral proj proj_witness.1 proj_witness.2 _
  -- each projector selects one magnetic quantum number
  have h1 : ∀ k, Sz * proj k = (mag k : ℂ) • proj k := by
    intro k
    rw [Sz_spectral, Finset.sum_mul]
    simp [proj_witness.1]
  have hq : ∀ k, Sz ^ q * proj k = (mag k : ℂ) ^ q • proj k := by
    intro k
    induction q with
    | zero => simp
    | succ q ih => rw [pow_succ, mul_assoc, h1, mul_smul_comm, ih, smul_smul, pow_succ']
  rw [thermalAverage, hexp]
  simp only [Finset.mul_sum, mul_smul_comm, hq, Matrix.trace_sum, Matrix.trace_smul,
    trace_proj, smul_eq_mul, mul_one]
  push_cast
  congr 1
  exact Finset.sum_congr rfl fun k _ => mul_comm _ _
```

For every natural number \(q\),

\[
\langle S_z^q\rangle=\frac{\sum_km_k^qe^{-bE_k}}{\sum_ke^{-bE_k}} .
\]

The spectral form of \(H\) gives \(e^{-bH}=\sum_ke^{-bE_k}P_k\), which is `hexp`. Orthogonality gives \(S_zP_k=m_kP_k\) (`h1`), and repetition gives \(S_z^qP_k=m_k^qP_k\) (`hq`). Taking traces, with \(\operatorname{tr}P_k=1\), yields the two sums. The marking `: ℝ) : ℂ` says that the quotient is a real number, read as a complex one because traces of complex matrices are complex.

```lean
lemma boltzmann (b J h : ℝ) (k : Fin 4) : Real.exp (-b * energy J h k) =
    Real.exp (-(b*J/4)) * ![Real.exp (b*h), 1, Real.exp (-(b*h)), Real.exp (b*J)] k := by
  fin_cases k <;> simp [energy, ← Real.exp_add] <;> ring_nf
```

All four Boltzmann factors share \(e^{-bJ/4}\). What remains is \(e^{bh},1,e^{-bh},e^{bJ}\) for \(k=0,1,2,3\).

```lean
lemma partition_sum (b J h : ℝ) : ∑ k, Real.exp (-b * energy J h k) =
    Real.exp (-(b*J/4)) * (1 + 2 * Real.cosh (b*h) + Real.exp (b*J)) := by
  simp only [Fin.sum_univ_four, boltzmann, Matrix.cons_val, Real.cosh_eq]
  ring
```

Adding them gives the partition function

\[
Z=e^{-bJ/4}\bigl(1+2\cosh(bh)+e^{bJ}\bigr),
\]

which is positive.

```lean
/-- The mean `Sz` of the dimer at inverse temperature `b` in a field `h`. -/
theorem Sz_average (b J h : ℝ) : thermalAverage b (hamiltonian J h) Sz =
    ((2 * Real.sinh (b*h) / (1 + 2 * Real.cosh (b*h) + Real.exp (b*J)) : ℝ) : ℂ) := by
  have hn : ∑ k, mag k ^ 1 * Real.exp (-b * energy J h k) =
      Real.exp (-(b*J/4)) * (2 * Real.sinh (b*h)) := by
    simp only [Fin.sum_univ_four, boltzmann, mag, Matrix.cons_val, Real.sinh_eq]
    ring
  have key := thermalAverage_Sz_pow b J h 1
  rw [hn, partition_sum, mul_div_mul_left _ _ (Real.exp_ne_zero _), pow_one] at key
  exact key
```

For \(q=1\) the numerator is \(e^{-bJ/4}(e^{bh}-e^{-bh})\). The common factor cancels, so

\[
\langle S_z\rangle=\frac{2\sinh(bh)}{1+2\cosh(bh)+e^{bJ}} .
\]

The numerator is computed in `hn`, and `mul_div_mul_left` performs the cancellation.

```lean
/-- The mean `Sz²` of the dimer at inverse temperature `b` in a field `h`. -/
theorem Sz_sq_average (b J h : ℝ) : thermalAverage b (hamiltonian J h) (Sz ^ 2) =
    ((2 * Real.cosh (b*h) / (1 + 2 * Real.cosh (b*h) + Real.exp (b*J)) : ℝ) : ℂ) := by
  have hn : ∑ k, mag k ^ 2 * Real.exp (-b * energy J h k) =
      Real.exp (-(b*J/4)) * (2 * Real.cosh (b*h)) := by
    simp only [Fin.sum_univ_four, boltzmann, mag, Matrix.cons_val, Real.cosh_eq]
    ring
  rw [thermalAverage_Sz_pow, hn, partition_sum, mul_div_mul_left _ _ (Real.exp_ne_zero _)]
```

For \(q=2\) the two states with \(m=\pm1\) contribute with the same sign:

\[
\langle S_z^2\rangle=\frac{2\cosh(bh)}{1+2\cosh(bh)+e^{bJ}} .
\]

The proof follows the same route as for \(\langle S_z\rangle\).

## Zero field and the susceptibility

```lean
/-- Bleaney-Bowers factor: for `H = J s₁·s₂` the thermal average of `Sz²` is
`2 / (3 + exp(bJ))`. -/
theorem bleaney_bowers (b J : ℝ) :
    thermalAverage b ((J : ℂ) • ∑ a, spin1 a * spin2 a) (Sz ^ 2) =
      ((2 / (3 + Real.exp (b*J)) : ℝ) : ℂ) := by
  have h0 : (J : ℂ) • ∑ a, spin1 a * spin2 a = hamiltonian J 0 := by simp [hamiltonian]
  rw [h0, Sz_sq_average, mul_zero, Real.cosh_zero]
  norm_num
```

This is the result stated at the start, with the Hamiltonian written out without a field term. The proof identifies it with `hamiltonian J 0` and inserts \(\cosh0=1\), so the numerator becomes 2 and the denominator \(1+2+e^{bJ}\). The exponent depends on the convention for \(J\): if the exchange is written as \(-2J'\,\mathbf s_1\cdot\mathbf s_2\), then \(J=-2J'\) and the exponential reads \(e^{-2bJ'}\).

```lean
/-- The derivative of the mean `Sz` with respect to the field, at zero field, is `b` times
`2 / (3 + exp(bJ))`. -/
theorem zero_field_susceptibility (b J : ℝ) :
    HasDerivAt (fun h : ℝ => thermalAverage b (hamiltonian J h) Sz)
      ((b * (2 / (3 + Real.exp (b*J))) : ℝ) : ℂ) 0 := by
  simp_rw [Sz_average]
  refine HasDerivAt.ofReal_comp ?_
  have hl : HasDerivAt (fun h : ℝ => b * h) b 0 := by
    simpa using (hasDerivAt_id' (0 : ℝ)).const_mul b
  have hs : HasDerivAt (fun h : ℝ => 2 * Real.sinh (b*h)) (2 * b) 0 := by
    simpa using hl.sinh.const_mul 2
  have hc : HasDerivAt (fun h : ℝ => 1 + 2 * Real.cosh (b*h) + Real.exp (b*J)) 0 0 := by
    simpa using ((hl.cosh.const_mul 2).const_add 1).add_const (Real.exp (b*J))
  have hpos : 0 < 3 + Real.exp (b*J) := by positivity
  have hval : 1 + 2 * Real.cosh (b*0) + Real.exp (b*J) = 3 + Real.exp (b*J) := by
    rw [mul_zero, Real.cosh_zero]
    ring
  refine (hs.fun_div hc (by rw [hval]; exact hpos.ne')).congr_deriv ?_
  rw [hval, mul_zero, sub_zero]
  field_simp

end

end BleaneyBowers
```

`HasDerivAt f f' 0` says that the function `f` has derivative `f'` at 0. The theorem therefore reads

\[
\left.\frac{d\langle S_z\rangle}{dh}\right|_{h=0}=b\,\frac{2}{3+e^{bJ}} .
\]

Write \(\langle S_z\rangle=N/D\) with \(N=2\sinh(bh)\) and \(D=1+2\cosh(bh)+e^{bJ}\). At \(h=0\) one has \(N=0\), \(N'=2b\), \(D=3+e^{bJ}\) and \(D'=0\), so the quotient rule gives

\[
\frac{N'D-ND'}{D^2}=\frac{2b}{3+e^{bJ}} .
\]

In the proof, `hs` and `hc` supply the derivatives of \(N\) and \(D\), `hval` gives the value of \(D\) at zero field, and `hpos` shows that this value is positive.

The slope is the response of one dimer in units of spin and energy. The Bleaney-Bowers equation for the susceptibility of a sample also carries the number of dimers and the factor \(g^2\mu_B^2\), which converts spin and field energy to magnetic moment and magnetic field.

```lean
#print axioms BleaneyBowers.thermalAverage_Sz_pow
-- 'BleaneyBowers.thermalAverage_Sz_pow' depends on axioms: [propext, Classical.choice, Quot.sound]
#print axioms BleaneyBowers.bleaney_bowers
-- 'BleaneyBowers.bleaney_bowers' depends on axioms: [propext, Classical.choice, Quot.sound]
#print axioms BleaneyBowers.zero_field_susceptibility
-- 'BleaneyBowers.zero_field_susceptibility' depends on axioms: [propext, Classical.choice, Quot.sound]
```
